# Distinct growing RPA frequencies are at most as many as the negative eigenvalues of the stability matrix

Take one excitation with real $A=a$ and complex coupling $B=b$. The response matrix and the stability matrix are

$$M=\begin{pmatrix}a&b\\-\bar b&-a\end{pmatrix},\qquad S=\begin{pmatrix}a&b\\\bar b&a\end{pmatrix}.$$

The frequencies obey $\omega^2=a^2-|b|^2$, and $S$ has eigenvalues $a\pm|b|$. If $|b|>|a|$, one frequency lies in the upper half-plane, where $e^{-i\omega t}$ grows, and $S$ has exactly one negative eigenvalue.

For $a=0$, $b=1$ the growing mode is $z=(1,i)/\sqrt2$ with $\omega=i$, and $z^\dagger Sz=0$. A nonzero vector on which the quadratic form of $S$ vanishes, but which $S$ does not annihilate, forces $S$ to have a negative eigenvalue.

## The bound for any finite number of excitations

Let $A$ be Hermitian and $B$ symmetric, both complex and of the same finite size. A bar denotes entrywise conjugation, without transposition. Define

$$M=\begin{pmatrix}A&B\\-\bar B&-\bar A\end{pmatrix},\qquad S=\begin{pmatrix}A&B\\\bar B&\bar A\end{pmatrix},\qquad G=\begin{pmatrix}1&0\\0&-1\end{pmatrix}.$$

Then

$$\#\{\text{distinct eigenvalues } \omega \text{ of } M:\operatorname{Im}\omega>0\}\;\le\;\nu(S),$$

where $\nu(S)$ is the number of strictly negative eigenvalues of $S$, counted with multiplicity. Zero eigenvalues do not enter the count.

## Stability analysis and response solvers

In RPA, adiabatic linear-response TDDFT and static BSE, with a finite basis and frequency-independent $A$ and $B$, the bound links the negative eigenvalues of $S$ to the response spectrum. Where $S$ is the second variation of the reference state's energy, as in time-dependent Hartree–Fock, these eigenvalues are the result of its stability analysis. If $\nu(S)=0$, all frequencies are real in exact arithmetic. A solver that requires $S$ to be positive definite also needs zero eigenvalues to be absent. If a non-Hermitian solver returns more distinct growing frequencies than $S$ has negative eigenvalues, the matrices may have been built inconsistently, for example with $-B$ in place of $-\bar B$ in $M$, or rounding may have moved a real frequency off the real axis or hidden a small negative eigenvalue of $S$.

## Growing modes span a subspace on which the form vanishes

**Two modes.** The conditions on $A$ and $B$ make $S$ Hermitian, and block multiplication gives $GM=S$. Let $Mz=\omega z$ and $Mw=\mu w$. Then $Sz=\omega Gz$ and $Sw=\mu Gw$. Letting $S$ act to the right and then to the left gives

$$z^\dagger Sw=\mu\,z^\dagger Gw=\bar\omega\,z^\dagger Gw.$$

Hence $(\mu-\bar\omega)\,z^\dagger Gw=0$. If $\mu\ne\bar\omega$, both $z^\dagger Gw$ and $z^\dagger Sw$ vanish. With $w=z$ this shows that a growing mode has $z^\dagger Gz=0$, so the usual RPA normalisation to $\pm1$ is impossible for it.

**Their span.** Take linearly independent modes $z_i$ with frequencies $\omega_i$ such that $\omega_j\ne\bar\omega_i$ for all $i,j$, including $i=j$. For $v=\sum_i c_iz_i$,

$$v^\dagger Sv=\sum_{i,j}\bar c_i c_j\,z_i^\dagger Sz_j=0.$$

If also $Sv=0$, then $G^2=1$ gives $Mv=GSv=0$, that is, $\sum_i c_i\omega_iz_i=0$. Independence gives $c_i\omega_i=0$. No $\omega_i$ is zero, since zero is its own conjugate, so $v=0$.

**Counting.** Let $u_a$ be orthonormal eigenvectors of $S$ with eigenvalues $\lambda_a$. Suppose that $v$ in the span has $u_a^\dagger v=0$ whenever $\lambda_a<0$. Then

$$0=v^\dagger Sv=\sum_a\lambda_a|u_a^\dagger v|^2$$

has only nonnegative terms, so each vanishes. Thus $\lambda_au_a^\dagger v=0$ for every $a$, which means $Sv=0$ and therefore $v=0$. Projection onto the negative eigenvectors is injective on the span, whose dimension is therefore at most $\nu(S)$.

**Distinct frequencies.** Eigenvectors of distinct eigenvalues are independent, and two numbers in the upper half-plane are never conjugate. Every finite set of growing frequencies thus has at most $\nu(S)$ members, so the whole set is finite and obeys the same bound. If $\nu(S)=0$, even one mode with a non-real frequency would give $1\le0$.

## Matrices, modes and counts in Lean

The index type `n` labels excitations, and `n ⊕ n` labels excitation and de-excitation amplitudes. `responseMatrix`, `stabilityMatrix` and `metric` are $M$, $S$ and $G$; the last is indefinite despite its name. `B.map star` is $\bar B$, and `star z ⬝ᵥ w` is $z^\dagger w$. The hypotheses `A.IsHermitian` and `B.IsSymm` are the only conditions on the matrices in `unstable_count_le`. `unstableFrequencies` is a set, so a degenerate frequency appears once, whereas `numNegative` counts eigenvalue indices and so includes multiplicity.

`stability_orthogonal` is the two-mode step: `h1` and `h2` are the two evaluations, and `linear_combination` subtracts them. `finrank_le_numNegative` is the counting step for any Hermitian matrix, with `L` as the projection. `independent_modes_le` applies it to the span. `unstable_count_le` chooses one eigenvector per frequency, and `real_of_stable` uses a family of one mode.

`bound_attained` treats $a=0$, $b=1$ with the unnormalised vector $(1,i)$. This mode gives at least one growing frequency, and the zero trace of $S$ rules out two negative eigenvalues, so both counts equal one.

```lean
import Mathlib

open Matrix
open scoped ComplexOrder

namespace UnstableModeCount

noncomputable section

variable {m n : Type*} [Fintype m] [DecidableEq m] [Fintype n] [DecidableEq n]

/-- The linear-response (RPA) matrix `[[A, B], [-B*, -A*]]`. -/
def responseMatrix (A B : Matrix n n ℂ) : Matrix (n ⊕ n) (n ⊕ n) ℂ :=
  fromBlocks A B (-(B.map star)) (-(A.map star))

/-- The stability matrix `[[A, B], [B*, A*]]`. -/
def stabilityMatrix (A B : Matrix n n ℂ) : Matrix (n ⊕ n) (n ⊕ n) ℂ :=
  fromBlocks A B (B.map star) (A.map star)

/-- The indefinite metric `diag(1, -1)` on pairs of excitation and de-excitation amplitudes. -/
def metric (n : Type*) [DecidableEq n] : Matrix (n ⊕ n) (n ⊕ n) ℂ :=
  fromBlocks 1 0 0 (-1)

/-- The number of negative eigenvalues of a Hermitian matrix, counted with multiplicity. -/
def numNegative {H : Matrix m m ℂ} (hH : H.IsHermitian) : ℕ :=
  Fintype.card {a // hH.eigenvalues a < 0}

/-- The set of eigenvalues of the response matrix with positive imaginary part. -/
def unstableFrequencies (A B : Matrix n n ℂ) : Set ℂ :=
  {ω | 0 < ω.im ∧ ∃ z : n ⊕ n → ℂ, z ≠ 0 ∧ responseMatrix A B *ᵥ z = ω • z}

/-- An orthonormal family of eigenvectors of a Hermitian matrix, as plain vectors. -/
def eigvec {H : Matrix m m ℂ} (hH : H.IsHermitian) (a : m) : m → ℂ :=
  (hH.eigenvectorBasis a).ofLp

omit [DecidableEq m] in
/-- A Hermitian matrix may be moved from one side of the scalar product to the other. -/
theorem star_mulVec_dot {H : Matrix m m ℂ} (hH : H.IsHermitian) (z w : m → ℂ) :
    star (H *ᵥ z) ⬝ᵥ w = star z ⬝ᵥ H *ᵥ w := by
  rw [star_mulVec, hH.eq, ← dotProduct_mulVec]

/-- The scalar product of two vectors is the sum, over an orthonormal family of eigenvectors of a
Hermitian matrix, of the conjugated component of the first times the component of the second. -/
theorem dot_eq_sum_components {H : Matrix m m ℂ} (hH : H.IsHermitian) (v w : m → ℂ) :
    star v ⬝ᵥ w = ∑ a, star (star (eigvec hH a) ⬝ᵥ v) * (star (eigvec hH a) ⬝ᵥ w) := by
  have h := hH.eigenvectorBasis.sum_inner_mul_inner (WithLp.toLp 2 v) (WithLp.toLp 2 w)
  simp only [EuclideanSpace.inner_eq_star_dotProduct] at h
  refine (dotProduct_comm _ _).trans (h.symm.trans (Finset.sum_congr rfl fun a _ => ?_))
  congr 1
  · simp [eigvec, dotProduct, mul_comm]
  · exact dotProduct_comm _ _

/-- If the quadratic form of a Hermitian matrix vanishes on a subspace that contains no nonzero
null vector of the matrix, the dimension of the subspace is at most the number of negative
eigenvalues. -/
theorem finrank_le_numNegative {H : Matrix m m ℂ} (hH : H.IsHermitian)
    (N : Submodule ℂ (m → ℂ)) (hiso : ∀ v ∈ N, star v ⬝ᵥ H *ᵥ v = 0)
    (hker : ∀ v ∈ N, H *ᵥ v = 0 → v = 0) : Module.finrank ℂ N ≤ numNegative hH := by
  have he : ∀ a, H *ᵥ eigvec hH a = (hH.eigenvalues a : ℂ) • eigvec hH a := by
    intro a
    ext i
    exact (congrFun (hH.mulVec_eigenvectorBasis a) i).trans (by simp [eigvec])
  have hp : ∀ a v, star (eigvec hH a) ⬝ᵥ H *ᵥ v
      = (hH.eigenvalues a : ℂ) * (star (eigvec hH a) ⬝ᵥ v) := by
    intro a v
    rw [← star_mulVec_dot hH, he, star_smul, smul_dotProduct, smul_eq_mul,
      Complex.star_def, Complex.conj_ofReal]
  -- project the subspace onto the eigenvectors with negative eigenvalue
  let L : N →ₗ[ℂ] ({a // hH.eigenvalues a < 0} → ℂ) :=
    { toFun := fun v a => star (eigvec hH a.1) ⬝ᵥ (v : m → ℂ)
      map_add' := fun v w => by ext a; simp [dotProduct_add]
      map_smul' := fun c v => by ext a; simp [dotProduct_smul] }
  have hL : Function.Injective L := by
    refine (injective_iff_map_eq_zero L).2 fun v hv => ?_
    have hneg : ∀ a, hH.eigenvalues a < 0 → star (eigvec hH a) ⬝ᵥ (v : m → ℂ) = 0 :=
      fun a ha => congrFun hv ⟨a, ha⟩
    have hsum : ∑ a, hH.eigenvalues a *
        Complex.normSq (star (eigvec hH a) ⬝ᵥ (v : m → ℂ)) = 0 := by
      have h := hiso v v.2
      rw [dot_eq_sum_components hH] at h
      apply Complex.ofReal_injective
      rw [Complex.ofReal_zero, ← h, Complex.ofReal_sum]
      refine Finset.sum_congr rfl fun a _ => ?_
      rw [hp, Complex.ofReal_mul, Complex.normSq_eq_conj_mul_self, starRingEnd_apply]
      ring
    -- every remaining term is nonnegative, so each of them vanishes
    have hterm := (Finset.sum_eq_zero_iff_of_nonneg (fun a _ => by
      by_cases ha : hH.eigenvalues a < 0
      · rw [hneg a ha]; simp
      · exact mul_nonneg (not_lt.1 ha) (Complex.normSq_nonneg _))).1 hsum
    have hc : ∀ a, (hH.eigenvalues a : ℂ) * (star (eigvec hH a) ⬝ᵥ (v : m → ℂ)) = 0 := by
      intro a
      rcases mul_eq_zero.1 (hterm a (Finset.mem_univ a)) with h | h
      · rw [h, Complex.ofReal_zero, zero_mul]
      · rw [Complex.normSq_eq_zero.1 h, mul_zero]
    have h0 : star (H *ᵥ (v : m → ℂ)) ⬝ᵥ H *ᵥ (v : m → ℂ) = 0 := by
      rw [dot_eq_sum_components hH]
      exact Finset.sum_eq_zero fun a _ => by rw [hp, hc, mul_zero]
    exact Subtype.ext (hker v v.2 (dotProduct_star_self_eq_zero.1 h0))
  have h := LinearMap.finrank_le_finrank_of_injective hL
  rwa [Module.finrank_fintype_fun_eq_card] at h

/-- The metric times the response matrix is the stability matrix. -/
theorem metric_mul_response (A B : Matrix n n ℂ) :
    metric n * responseMatrix A B = stabilityMatrix A B := by
  simp [metric, responseMatrix, stabilityMatrix, fromBlocks_multiply]

omit [Fintype n] [DecidableEq n] in
/-- For Hermitian `A` and symmetric `B` the stability matrix is Hermitian. -/
theorem stability_isHermitian {A B : Matrix n n ℂ} (hA : A.IsHermitian) (hB : B.IsSymm) :
    (stabilityMatrix A B).IsHermitian := by
  refine IsHermitian.fromBlocks hA ?_ ?_
  · ext i j
    exact congrArg star (hB.apply i j)
  · ext i j
    exact congrArg star (hA.apply i j)

/-- For Hermitian `A` and symmetric `B`, two response modes whose frequencies are not complex
conjugates of each other have a vanishing matrix element of the stability matrix. -/
theorem stability_orthogonal {A B : Matrix n n ℂ} (hA : A.IsHermitian) (hB : B.IsSymm)
    {z w : n ⊕ n → ℂ} {ω μ : ℂ} (hz : responseMatrix A B *ᵥ z = ω • z)
    (hw : responseMatrix A B *ᵥ w = μ • w) (hne : μ ≠ star ω) :
    star z ⬝ᵥ stabilityMatrix A B *ᵥ w = 0 := by
  have hG : (metric n).IsHermitian := by
    simp [metric, IsHermitian, fromBlocks_conjTranspose]
  have e : ∀ (x : n ⊕ n → ℂ) (ν : ℂ), responseMatrix A B *ᵥ x = ν • x →
      stabilityMatrix A B *ᵥ x = ν • (metric n *ᵥ x) := by
    intro x ν h
    rw [← metric_mul_response, ← mulVec_mulVec, h, mulVec_smul]
  -- let the stability matrix act to the right, then to the left
  have h1 : star z ⬝ᵥ stabilityMatrix A B *ᵥ w = μ * (star z ⬝ᵥ metric n *ᵥ w) := by
    rw [e w μ hw, dotProduct_smul, smul_eq_mul]
  have h2 : star z ⬝ᵥ stabilityMatrix A B *ᵥ w = star ω * (star z ⬝ᵥ metric n *ᵥ w) := by
    rw [← star_mulVec_dot (stability_isHermitian hA hB), e z ω hz, star_smul,
      smul_dotProduct, star_mulVec_dot hG, smul_eq_mul]
  have h3 : (μ - star ω) * (star z ⬝ᵥ metric n *ᵥ w) = 0 := by
    linear_combination h2 - h1
  rw [h1, (mul_eq_zero.1 h3).resolve_left (sub_ne_zero.2 hne), mul_zero]

/-- For Hermitian `A` and symmetric `B`, take linearly independent response modes such that no
frequency is the complex conjugate of itself or of another. Their number is at most the number of
negative eigenvalues of the stability matrix. -/
theorem independent_modes_le {A B : Matrix n n ℂ} (hA : A.IsHermitian) (hB : B.IsSymm)
    {ι : Type*} [Fintype ι] (z : ι → n ⊕ n → ℂ) (ω : ι → ℂ) (hz : LinearIndependent ℂ z)
    (hmode : ∀ i, responseMatrix A B *ᵥ z i = ω i • z i) (hω : ∀ i j, ω j ≠ star (ω i)) :
    Fintype.card ι ≤ numNegative (stability_isHermitian hA hB) := by
  have hcomb : ∀ (M : Matrix (n ⊕ n) (n ⊕ n) ℂ) (c : ι → ℂ),
      M *ᵥ (∑ i, c i • z i) = ∑ i, c i • (M *ᵥ z i) := by
    intro M c
    have h := map_sum M.mulVecLin (fun i => c i • z i) Finset.univ
    simpa only [mulVecLin_apply, mulVec_smul] using h
  rw [← finrank_span_eq_card hz]
  apply finrank_le_numNegative
  · intro v hv
    obtain ⟨c, rfl⟩ := (Submodule.mem_span_range_iff_exists_fun ℂ).1 hv
    rw [hcomb, star_sum, sum_dotProduct]
    refine Finset.sum_eq_zero fun i _ => ?_
    rw [dotProduct_sum]
    refine Finset.sum_eq_zero fun j _ => ?_
    rw [star_smul, smul_dotProduct, dotProduct_smul,
      stability_orthogonal hA hB (hmode i) (hmode j) (hω i j), smul_zero, smul_zero]
  · intro v hv h0
    obtain ⟨c, rfl⟩ := (Submodule.mem_span_range_iff_exists_fun ℂ).1 hv
    -- a null vector of the stability matrix is a null vector of the response matrix
    have hGG : metric n * metric n = 1 := by
      simp [metric, fromBlocks_multiply]
    have hM : responseMatrix A B *ᵥ (∑ i, c i • z i) = 0 := by
      rw [← one_mul (responseMatrix A B), ← hGG, mul_assoc, metric_mul_response,
        ← mulVec_mulVec, h0, mulVec_zero]
    rw [hcomb] at hM
    simp only [hmode, smul_smul] at hM
    have hc := Fintype.linearIndependent_iff.1 hz _ hM
    refine Finset.sum_eq_zero fun i _ => ?_
    have hi : ω i ≠ 0 := fun h => hω i i (by rw [h, star_zero])
    rw [(mul_eq_zero.1 (hc i)).resolve_right hi, zero_smul]

/-- For Hermitian `A` and symmetric `B`, the distinct eigenvalues of the response matrix with
positive imaginary part are finite in number, and there are at most as many of them as negative
eigenvalues of the stability matrix, counted with multiplicity. -/
theorem unstable_count_le {A B : Matrix n n ℂ} (hA : A.IsHermitian) (hB : B.IsSymm) :
    (unstableFrequencies A B).Finite ∧
      (unstableFrequencies A B).ncard ≤ numNegative (stability_isHermitian hA hB) := by
  have key : ∀ T : Finset ℂ, (T : Set ℂ) ⊆ unstableFrequencies A B →
      T.card ≤ numNegative (stability_isHermitian hA hB) := by
    intro T hT
    choose z hz0 hz using fun ω : T => (hT ω.2).2
    -- eigenvectors of distinct frequencies are independent
    have hli : LinearIndependent ℂ z :=
      Module.End.eigenvectors_linearIndependent' (responseMatrix A B).mulVecLin
        (fun ω : T => (ω : ℂ)) Subtype.val_injective z
        (fun ω => ⟨Module.End.mem_eigenspace_iff.2 (hz ω), hz0 ω⟩)
    have h := independent_modes_le hA hB z (fun ω : T => (ω : ℂ)) hli hz (by
      intro i j hij
      have him : (j : ℂ).im = -(i : ℂ).im := congrArg Complex.im hij
      have hi := (hT i.2).1
      have hj := (hT j.2).1
      linarith)
    rwa [Fintype.card_coe] at h
  have hfin : (unstableFrequencies A B).Finite := by
    by_contra hinf
    obtain ⟨T, hT, hcard⟩ := Set.Infinite.exists_subset_card_eq hinf
      (numNegative (stability_isHermitian hA hB) + 1)
    have h := key T hT
    omega
  refine ⟨hfin, ?_⟩
  rw [Set.ncard_eq_toFinset_card _ hfin]
  exact key _ (by rw [hfin.coe_toFinset])

/-- For Hermitian `A` and symmetric `B`, if the stability matrix has no negative eigenvalue, every
eigenvalue of the response matrix is real. -/
theorem real_of_stable {A B : Matrix n n ℂ} (hA : A.IsHermitian) (hB : B.IsSymm)
    (hS : ∀ a, 0 ≤ (stability_isHermitian hA hB).eigenvalues a)
    {z : n ⊕ n → ℂ} {ω : ℂ} (hz : z ≠ 0) (hmode : responseMatrix A B *ᵥ z = ω • z) :
    ω.im = 0 := by
  by_contra him
  have hli : LinearIndependent ℂ (fun _ : Unit => z) := by
    refine Fintype.linearIndependent_iff.2 fun g hg i => ?_
    simpa [hz] using hg
  have h := independent_modes_le hA hB (fun _ : Unit => z) (fun _ => ω) hli
    (fun _ => hmode) (fun _ _ h => him (by
      have h' : ω.im = -ω.im := congrArg Complex.im h
      linarith))
  have h0 : numNegative (stability_isHermitian hA hB) = 0 :=
    Fintype.card_eq_zero_iff.2 ⟨fun a => not_lt_of_ge (hS a.1) a.2⟩
  rw [h0, Fintype.card_unit] at h
  omega

/-- The bound is attained for a single excitation with `A = 0` and `B = 1`: there is one unstable
frequency and one negative eigenvalue of the stability matrix. -/
theorem bound_attained :
    (unstableFrequencies (0 : Matrix (Fin 1) (Fin 1) ℂ) 1).ncard = 1 ∧
      numNegative (stability_isHermitian (isHermitian_zero : (0 : Matrix (Fin 1) (Fin 1) ℂ).IsHermitian)
        isSymm_one) = 1 := by
  have hS := stability_isHermitian
    (isHermitian_zero : (0 : Matrix (Fin 1) (Fin 1) ℂ).IsHermitian) isSymm_one
  obtain ⟨hfin, hle⟩ := unstable_count_le
    (isHermitian_zero : (0 : Matrix (Fin 1) (Fin 1) ℂ).IsHermitian) isSymm_one
  -- the vector (1, i) is a mode of frequency i
  have hI : Complex.I ∈ unstableFrequencies (0 : Matrix (Fin 1) (Fin 1) ℂ) 1 := by
    refine ⟨by simp, Sum.elim (fun _ => 1) (fun _ => Complex.I), fun h => ?_, ?_⟩
    · simpa using congrFun h (Sum.inl 0)
    · ext i
      rcases i with i | i <;> fin_cases i <;>
        simp [responseMatrix, mulVec, dotProduct, Fintype.sum_sum_type]
  have hpos := (Set.ncard_pos hfin).2 ⟨_, hI⟩
  -- the stability matrix is traceless, so its two eigenvalues are not both negative
  have hex : ∃ a, ¬ hS.eigenvalues a < 0 := by
    by_contra hall
    have hneg : ∀ a, hS.eigenvalues a < 0 := fun a => by
      by_contra ha
      exact hall ⟨a, ha⟩
    have ht := hS.trace_eq_sum_eigenvalues
    have h0 : (stabilityMatrix (0 : Matrix (Fin 1) (Fin 1) ℂ) 1).trace = 0 := by
      simp [stabilityMatrix, Matrix.trace, Fintype.sum_sum_type]
    rw [h0] at ht
    have hsum : ∑ a, hS.eigenvalues a = 0 := by
      apply Complex.ofReal_injective
      rw [Complex.ofReal_sum, Complex.ofReal_zero]
      exact ht.symm
    have hlt := Finset.sum_neg (fun a _ => hneg a) (Finset.univ_nonempty (α := Fin 1 ⊕ Fin 1))
    linarith
  obtain ⟨a, ha⟩ := hex
  have hlt : numNegative hS < Fintype.card (Fin 1 ⊕ Fin 1) := Fintype.card_subtype_lt ha
  have hcard : Fintype.card (Fin 1 ⊕ Fin 1) = 2 := by simp
  rw [hcard] at hlt
  constructor <;> omega

end

end UnstableModeCount
```

```lean
#print axioms UnstableModeCount.unstable_count_le
#print axioms UnstableModeCount.real_of_stable
#print axioms UnstableModeCount.bound_attained
```

```
'UnstableModeCount.unstable_count_le' depends on axioms: [propext, Classical.choice, Quot.sound]
'UnstableModeCount.real_of_stable' depends on axioms: [propext, Classical.choice, Quot.sound]
'UnstableModeCount.bound_attained' depends on axioms: [propext, Classical.choice, Quot.sound]
```

## Degenerate modes, marginal stability and non-Hermitian $A$

`independent_modes_le` also bounds the number of independent eigenvectors belonging to degenerate growing frequencies. It does not count algebraic multiplicity when $M$ lacks a full set of eigenvectors.

The bound has no converse. For one excitation with $a<-|b|$, both eigenvalues of $S$ are negative while both frequencies are real. Nor do real frequencies guarantee bounded motion: for $a=b=1$, $S$ has eigenvalues $0$ and $2$, but $M\neq0$ and $M^2=0$, so some amplitudes grow linearly in time. Of the numerical examples in this note, only $a=0$, $b=1$ is part of the Lean proof.

Without any condition on $A$ the bound fails. With $A=i$ and $B=0$ for one excitation, $M=\mathrm{diag}(i,i)$ has a growing frequency, while $S=\mathrm{diag}(i,-i)$ has no negative eigenvalue. This shows that some restriction on $A$ is needed, though not that it must be Hermiticity.

The theorems take $A$ and $B$ as given matrices. That they describe the linearised dynamics around a stationary reference state has to come from the electronic-structure method.
